# Hartree's $Y^k$ for a continuous density on $[0,R]$ obeys a Poisson-type equation and a condition at $R$

In my atomic Hartree–Fock program I get the Coulomb function $Y^k$ by solving a differential equation on the radial grid, with $Y'=-kY/r$ imposed at the last point $R$. But $Y^k$ is defined by two integrals over the density:

$$Y(r)=r^{-k}\int_0^r s^k\rho(s)\,ds+r^{k+1}\int_r^R s^{-k-1}\rho(s)\,ds .$$

Why does the source come out as $(2k+1)\rho/r$? And does the edge condition require the density to vanish at $R$?

## The edge condition comes from the outer integral

No, $\rho(R)$ need not vanish. Here $\rho$ is a radial density, such as a product $P_aP_b$ of radial orbitals, not a density per volume. In atomic units, $Y/r$ is the radial factor of the order-$k$ multipole term in the Coulomb potential.

Call the two integrals $I(r)$ and $Q(r)$, so that $Y=r^{-k}I+r^{k+1}Q$. For $0<r<R$, $I'=r^k\rho$ and $Q'=-\rho/r^{k+1}$. Hence

$$Y'=-\frac{kI}{r^{k+1}}+\rho+(k+1)r^kQ-\rho=(k+1)r^kQ-\frac{kI}{r^{k+1}} .$$

The density cancels here, but returns in the second derivative:

$$\begin{aligned}Y''&=k(k+1)r^{k-1}Q-\frac{(k+1)\rho}{r}+\frac{k(k+1)I}{r^{k+2}}-\frac{k\rho}{r}\\&=\frac{k(k+1)}{r^2}Y-\frac{(2k+1)\rho}{r}.\end{aligned}$$

So the factor $2k+1$ is $k+1$ from the outer integral plus $k$ from the inner one.

At the edge, adding $kY/r=kI/r^{k+1}+kr^kQ$ to $Y'$ removes $I$:

$$Y'+\frac{kY}{r}=(2k+1)r^kQ .$$

If $|\rho|\le M$, then $r^k|Q|\le\int_r^R (r/s)^k\,M/s\,ds\le M(\log R-\log r)$, which tends to $0$ as $r\to R$.

For $k=0$ the equation is $Y''=-\rho/r$, and the edge condition is $Y'\to0$.

For numbers, take $k=1$, $R=1$, $\rho=s^2$. Then $I=r^4/4$, $Q=1-r$ and $Y=r^2-\tfrac34r^3$. At $r=\tfrac12$, $Y=\tfrac5{32}$ and $Y''=2-\tfrac92r=-\tfrac14$; the right-hand side is $\tfrac54-\tfrac32=-\tfrac14$. At the edge, $Y'+Y=-\tfrac14+\tfrac14=0$, although $\rho(1)=1$.

## What the Lean theorems say

`innerMoment` is $I$, `outerMoment` is $Q$, and `hartreeY` is $Y$. The order `k` is any natural number, and `ρ` is a real function of either sign, continuous on the closed interval `Icc 0 R`. No normalisation is assumed.

`hartreeY_poisson` says that at every `r` in `Ioo 0 R` the function `deriv (hartreeY k ρ R)` has the derivative given by the equation. `hartreeY_outer_condition` assumes `0 < R` and states the edge condition as a limit from below, written `𝓝[<] R`.

```lean
import Mathlib

open Set Filter Topology

namespace HartreeYPoisson

noncomputable section

/-- The inner radial moment: the integral of `s^k ρ(s)` from the nucleus to `r`. -/
def innerMoment (k : ℕ) (ρ : ℝ → ℝ) (r : ℝ) : ℝ := ∫ s in (0 : ℝ)..r, s ^ k * ρ s

/-- The outer radial moment: the integral of `ρ(s) / s^(k+1)` from `r` to `R`,
for `0 < r ≤ R`. -/
def outerMoment (k : ℕ) (ρ : ℝ → ℝ) (R r : ℝ) : ℝ := ∫ s in r..R, ρ s / s ^ (k + 1)

/-- Hartree's function `Y^k` of a radial density `ρ` in a sphere of radius `R`,
for `0 < r ≤ R`. -/
def hartreeY (k : ℕ) (ρ : ℝ → ℝ) (R r : ℝ) : ℝ :=
  innerMoment k ρ r / r ^ k + r ^ (k + 1) * outerMoment k ρ R r

variable {k : ℕ} {ρ : ℝ → ℝ} {R r : ℝ}

/-- The power `r^k` has derivative `k r^k / r` at every nonzero `r`. -/
theorem hasDerivAt_radial_pow (k : ℕ) (hr : r ≠ 0) :
    HasDerivAt (fun x : ℝ => x ^ k) (k * r ^ k / r) r := by
  refine (hasDerivAt_pow k r).congr_deriv ?_
  rw [eq_div_iff hr]
  rcases k with _ | n
  · simp
  · simp only [Nat.add_sub_cancel]
    ring

/-- For a density continuous on `[0,R]`, the inner moment grows at the rate `r^k ρ(r)` and the
outer moment falls at the rate `ρ(r) / r^(k+1)` at each `r` in `(0,R)`. -/
theorem hasDerivAt_moments (k : ℕ) (hρ : ContinuousOn ρ (Icc 0 R)) (hr : r ∈ Ioo 0 R) :
    HasDerivAt (innerMoment k ρ) (r ^ k * ρ r) r ∧
      HasDerivAt (outerMoment k ρ R) (-(ρ r / r ^ (k + 1))) r := by
  have hi : ContinuousOn (fun s => s ^ k * ρ s) (Icc 0 R) :=
    (continuous_pow k).continuousOn.mul hρ
  have ho : ContinuousOn (fun s => ρ s / s ^ (k + 1)) (Ioc 0 R) :=
    (hρ.mono Ioc_subset_Icc_self).div (continuous_pow (k + 1)).continuousOn
      (fun s hs => pow_ne_zero _ hs.1.ne')
  have hi' := hi.mono Ioo_subset_Icc_self
  have ho' := ho.mono Ioo_subset_Ioc_self
  constructor
  · exact intervalIntegral.integral_hasDerivAt_right
      ((hi.mono (Icc_subset_Icc_right hr.2.le)).intervalIntegrable_of_Icc hr.1.le)
      (hi'.stronglyMeasurableAtFilter isOpen_Ioo r hr)
      (hi'.continuousAt (isOpen_Ioo.mem_nhds hr))
  · exact intervalIntegral.integral_hasDerivAt_left
      ((ho.mono fun s hs => ⟨hr.1.trans_le hs.1, hs.2⟩).intervalIntegrable_of_Icc hr.2.le)
      (ho'.stronglyMeasurableAtFilter isOpen_Ioo r hr)
      (ho'.continuousAt (isOpen_Ioo.mem_nhds hr))

/-- The slope of `Y^k` in `(0,R)`, for a density continuous on `[0,R]`, in terms of the
two moments. -/
theorem hasDerivAt_hartreeY (k : ℕ) (hρ : ContinuousOn ρ (Icc 0 R)) (hr : r ∈ Ioo 0 R) :
    HasDerivAt (hartreeY k ρ R)
      ((k + 1) * (r ^ k * outerMoment k ρ R r) - k * (innerMoment k ρ r / r ^ (k + 1))) r := by
  obtain ⟨hP, hQ⟩ := hasDerivAt_moments k hρ hr
  have h0 : r ≠ 0 := hr.1.ne'
  have hp : r ^ k ≠ 0 := pow_ne_zero k h0
  have h := (hP.fun_div (hasDerivAt_radial_pow k h0) hp).fun_add
    ((hasDerivAt_radial_pow (k + 1) h0).fun_mul hQ)
  have h' : HasDerivAt (hartreeY k ρ R) _ r := h
  refine h'.congr_deriv ?_
  -- the two terms containing the density cancel
  push_cast
  simp only [pow_succ r k]
  generalize r ^ k = p at hp ⊢
  field_simp
  ring

/-- Hartree's Poisson-type equation: for a density continuous on `[0,R]`,
`Y'' = k(k+1) Y / r² - (2k+1) ρ / r` at each `r` in `(0,R)`. -/
theorem hartreeY_poisson (k : ℕ) (hρ : ContinuousOn ρ (Icc 0 R)) (hr : r ∈ Ioo 0 R) :
    HasDerivAt (deriv (hartreeY k ρ R))
      (k * (k + 1) * hartreeY k ρ R r / r ^ 2 - (2 * k + 1) * ρ r / r) r := by
  obtain ⟨hP, hQ⟩ := hasDerivAt_moments k hρ hr
  have h0 : r ≠ 0 := hr.1.ne'
  have hp : r ^ k ≠ 0 := pow_ne_zero k h0
  have h := (((hasDerivAt_radial_pow k h0).fun_mul hQ).const_mul ((k : ℝ) + 1)).fun_sub
    ((hP.fun_div (hasDerivAt_radial_pow (k + 1) h0) (pow_ne_zero _ h0)).const_mul (k : ℝ))
  -- near r the derivative of Y is the slope found above
  have he : deriv (hartreeY k ρ R) =ᶠ[𝓝 r] fun x =>
      (k + 1) * (x ^ k * outerMoment k ρ R x) - k * (innerMoment k ρ x / x ^ (k + 1)) := by
    filter_upwards [isOpen_Ioo.mem_nhds hr] with x hx
    exact (hasDerivAt_hartreeY k hρ hx).deriv
  refine (h.congr_of_eventuallyEq he).congr_deriv ?_
  push_cast
  simp only [hartreeY, pow_succ r k]
  generalize r ^ k = p at hp ⊢
  field_simp
  ring

/-- If the density is bounded by `M` on `[0,R]`, then `r^k` times the size of the outer moment
is at most `M (log R - log r)` for `r` in `(0,R)`. -/
theorem outerMoment_bound (k : ℕ) {M : ℝ} (hM : ∀ s ∈ Icc 0 R, |ρ s| ≤ M)
    (hr : r ∈ Ioo 0 R) :
    r ^ k * |outerMoment k ρ R r| ≤ M * (Real.log R - Real.log r) := by
  have h0 : 0 < r := hr.1
  have hR : 0 < R := h0.trans hr.2
  have hM0 : 0 ≤ M := (abs_nonneg _).trans (hM r ⟨h0.le, hr.2.le⟩)
  have hp : 0 < r ^ k := pow_pos h0 k
  have h : ‖∫ s in r..R, ρ s / s ^ (k + 1)‖ ≤ ∫ s in r..R, M / r ^ k * s⁻¹ := by
    refine intervalIntegral.norm_integral_le_of_norm_le hr.2.le
      (Eventually.of_forall fun s hs => ?_) ?_
    · have hrs : r ≤ s := hs.1.le
      have hs0 : 0 < s := h0.trans hs.1
      have hb : |ρ s| ≤ M := hM s ⟨hs0.le, hs.2⟩
      rw [Real.norm_eq_abs, abs_div, abs_of_pos (pow_pos hs0 (k + 1)), pow_succ]
      calc |ρ s| / (s ^ k * s) ≤ M / (r ^ k * s) := by gcongr
        _ = M / r ^ k * s⁻¹ := by rw [← div_div, div_eq_mul_inv (M / r ^ k)]
    · exact ContinuousOn.intervalIntegrable_of_Icc hr.2.le (continuousOn_const.mul
        (continuousOn_id.inv₀ fun s hs => (h0.trans_le hs.1).ne'))
  rw [intervalIntegral.integral_const_mul, integral_inv_of_pos h0 hR,
    Real.log_div hR.ne' h0.ne'] at h
  calc r ^ k * |outerMoment k ρ R r|
      ≤ r ^ k * (M / r ^ k * (Real.log R - Real.log r)) := mul_le_mul_of_nonneg_left h hp.le
    _ = M * (Real.log R - Real.log r) := by rw [← mul_assoc, mul_div_cancel₀ _ hp.ne']

/-- The outer boundary condition: for `R > 0` and a density continuous on `[0,R]`,
`Y' + k Y / r` tends to zero as `r` tends to `R` from below. -/
theorem hartreeY_outer_condition (k : ℕ) (hR : 0 < R) (hρ : ContinuousOn ρ (Icc 0 R)) :
    Tendsto (fun r => deriv (hartreeY k ρ R) r + k * hartreeY k ρ R r / r)
      (𝓝[<] R) (𝓝 0) := by
  obtain ⟨M, hM⟩ := isCompact_Icc.exists_bound_of_continuousOn hρ
  have hc : ContinuousAt (fun r : ℝ => (2 * (k : ℝ) + 1) * (M * (Real.log R - Real.log r))) R :=
    continuousAt_const.mul (continuousAt_const.mul
      (continuousAt_const.sub (Real.continuousAt_log hR.ne')))
  have hl := hc.tendsto.mono_left (nhdsWithin_le_nhds (s := Iio R))
  simp only [sub_self, mul_zero] at hl
  refine squeeze_zero_norm' ?_ hl
  filter_upwards [Ioo_mem_nhdsLT hR] with r hr
  have h0 : r ≠ 0 := hr.1.ne'
  have hp : 0 < r ^ k := pow_pos hr.1 k
  -- only the outer moment survives in this combination
  have he : deriv (hartreeY k ρ R) r + k * hartreeY k ρ R r / r
      = (2 * k + 1) * (r ^ k * outerMoment k ρ R r) := by
    rw [(hasDerivAt_hartreeY k hρ hr).deriv]
    have hp' := hp.ne'
    simp only [hartreeY, pow_succ r k]
    generalize r ^ k = p at hp' ⊢
    field_simp
    ring
  rw [he, Real.norm_eq_abs, abs_mul, abs_mul, abs_of_pos hp,
    abs_of_pos (by positivity : (0 : ℝ) < 2 * k + 1)]
  exact mul_le_mul_of_nonneg_left (outerMoment_bound k hM hr) (by positivity)

end

end HartreeYPoisson
```

```lean
#print axioms HartreeYPoisson.hartreeY_poisson
#print axioms HartreeYPoisson.hartreeY_outer_condition
```

```
'HartreeYPoisson.hartreeY_poisson' depends on axioms: [propext, Classical.choice, Quot.sound]
'HartreeYPoisson.hartreeY_outer_condition' depends on axioms: [propext, Classical.choice, Quot.sound]
```

## From the two moments to the equation

`hasDerivAt_radial_pow` writes the derivative of $r^k$ as $kr^k/r$, which also serves $k=0$. `hasDerivAt_moments` applies the fundamental theorem of calculus at each end of integration. `hasDerivAt_hartreeY` combines these by the product and quotient rules; `field_simp` and `ring` carry out the cancellation of $\rho$.

To differentiate again, `hartreeY_poisson` needs the slope formula in a whole neighbourhood of `r`, not just at the point. The step `he` supplies it, since `Ioo 0 R` is open.

`outerMoment_bound` compares the integrand with $(M/r^k)\,s^{-1}$, whose integral gives the logarithm. `hartreeY_outer_condition` obtains $M$ from continuity on a compact interval, reduces $Y'+kY/r$ to $(2k+1)r^kQ$, and squeezes it to zero.

## What your solver still needs

The result supports the Poisson step for direct and exchange terms in atomic Hartree–Fock, for given orbitals and a density cut off at $R$. A real atom has a tail beyond $R$, and neglecting it is a separate approximation: the tail would add $(2k+1)R^k\int_R^\infty s^{-k-1}\rho\,ds$ to the edge value of $Y'+kY/r$.

The equation and edge condition also do not single out $Y$, because any multiple of $r^{-k}$ can be added without violating either. Your program therefore needs one more condition, usually $Y(0)=0$ at the nucleus.
